# The Born series for two channels of equal diagonal strength r with one-way coupling converges exactly when |r| < 1

The declaration `born_series_summable_iff` concerns a model Born series whose kernel is a real 2 × 2 matrix, with the same strength `r` in both diagonal entries and a coupling `a` in one direction only. It states that the sum of all powers of this matrix, from the zeroth on, converges if and only if |r| < 1, whatever the real value of `a`. The attempt works entry by entry. In one direction it reads off the top-left entry, which is the geometric series in `r`; in the other it shows that each of the four entries is summable, taking the coupling entry from the earlier lemma `hasSum_coupling`.

The first attempt, which Lean rejects:

```lean
import Mathlib

open Matrix

namespace TransientBornGrowth

noncomputable section

/-- The kernel of the Born series for two channels with equal diagonal strength `r` and a
one-way coupling `a`. -/
def bornKernel (r a : ℝ) : Matrix (Fin 2) (Fin 2) ℝ := !![r, a; 0, r]

/-- The Born term of order `n + 1` in closed form. -/
theorem bornKernel_pow_succ (r a : ℝ) (n : ℕ) :
    bornKernel r a ^ (n + 1) =
      !![r ^ (n + 1), ((n : ℝ) + 1) * r ^ n * a; 0, r ^ (n + 1)] := by
  induction n with
  | zero => simp [bornKernel]
  | succ n ih =>
    rw [pow_succ, ih]
    ext i j
    fin_cases i <;> fin_cases j <;>
      simp [bornKernel, Matrix.mul_apply, Fin.sum_univ_succ] <;> ring

/-- The coupling entries of all Born terms sum to `a / (1 - r)²` when `|r| < 1`. -/
theorem hasSum_coupling {r : ℝ} (a : ℝ) (hr : |r| < 1) :
    HasSum (fun n : ℕ => (bornKernel r a ^ n) 0 1) (a / (1 - r) ^ 2) := by
  have hr' : ‖r‖ < 1 := by simpa [Real.norm_eq_abs] using hr
  have hne : 1 - r ≠ 0 := (sub_pos.2 (abs_lt.1 hr).2).ne'
  -- geometric series plus its derivative series, starting at first order
  have h : HasSum (fun n : ℕ => (bornKernel r a ^ (n + 1)) 0 1) (a / (1 - r) ^ 2) := by
    have h2 := ((hasSum_coe_mul_geometric_of_norm_lt_one hr').add
      (hasSum_geometric_of_norm_lt_one hr')).mul_right a
    have hf : (fun n : ℕ => (bornKernel r a ^ (n + 1)) 0 1) =
        fun n : ℕ => ((n : ℝ) * r ^ n + r ^ n) * a := by
      funext n
      rw [bornKernel_pow_succ]
      show ((n : ℝ) + 1) * r ^ n * a = ((n : ℝ) * r ^ n + r ^ n) * a
      ring
    have hv : a / (1 - r) ^ 2 = (r / (1 - r) ^ 2 + (1 - r)⁻¹) * a := by
      field_simp
      ring
    rw [hf, hv]
    exact h2
  -- the zeroth order has no coupling entry
  have h0 := (hasSum_nat_add_iff (f := fun n : ℕ => (bornKernel r a ^ n) 0 1) 1).1 h
  simpa using h0

/-- The Born series converges exactly when `|r| < 1`, whatever the coupling `a`. -/
theorem born_series_summable_iff (r a : ℝ) :
    Summable (fun n : ℕ => bornKernel r a ^ n) ↔ |r| < 1 := by
  have hd : ∀ n : ℕ, (bornKernel r a ^ n) 0 0 = r ^ n ∧ (bornKernel r a ^ n) 1 0 = 0 ∧
      (bornKernel r a ^ n) 1 1 = r ^ n := by
    intro n
    cases n with
    | zero => simp
    | succ n => rw [bornKernel_pow_succ]; exact ⟨rfl, rfl, rfl⟩
  rw [← Real.norm_eq_abs, ← summable_geometric_iff_norm_lt_one]
  constructor
  · intro h
    have h00 : Summable (fun n : ℕ => (bornKernel r a ^ n) 0 0) :=
      Pi.summable.1 (Pi.summable.1 h 0) 0
    exact h00.congr fun n => by rw [(hd n).1]
  · intro h
    have hr : |r| < 1 := by
      simpa [Real.norm_eq_abs] using summable_geometric_iff_norm_lt_one.1 h
    refine Pi.summable.2 fun i => Pi.summable.2 fun j => ?_
    fin_cases i <;> fin_cases j
    · exact h.congr fun n => (hd n).1
    · exact (hasSum_coupling a hr).summable
    · exact summable_zero.congr fun n => (hd n).2.1
    · exact h.congr fun n => (hd n).2.2

end

end TransientBornGrowth
```

Lean reports:

```
Main.lean:69:29: error: Type mismatch
  (hd n).left
has type
  (bornKernel r a ^ n) 0 0 = r ^ n
but is expected to have type
  r ^ n = (bornKernel r a ^ n) ((fun i => i) ⟨0, ⋯⟩) ((fun i => i) ⟨0, ⋯⟩)
Main.lean:71:41: error: Type mismatch
  (hd n).right.left
has type
  (bornKernel r a ^ n) 1 0 = 0
but is expected to have type
  0 = (bornKernel r a ^ n) ((fun i => i) ⟨1, ⋯⟩) ((fun i => i) ⟨0, ⋯⟩)
Main.lean:72:29: error: Type mismatch
  (hd n).right.right
has type
  (bornKernel r a ^ n) 1 1 = r ^ n
but is expected to have type
  r ^ n = (bornKernel r a ^ n) ((fun i => i) ⟨1, ⋯⟩) ((fun i => i) ⟨1, ⋯⟩)
```

The mended proof, as a diff:

```diff
@@ -67,8 +67,8 @@
     refine Pi.summable.2 fun i => Pi.summable.2 fun j => ?_
     fin_cases i <;> fin_cases j
-    · exact h.congr fun n => (hd n).1
+    · exact h.congr fun n => (hd n).1.symm
     · exact (hasSum_coupling a hr).summable
-    · exact summable_zero.congr fun n => (hd n).2.1
-    · exact h.congr fun n => (hd n).2.2
+    · exact summable_zero.congr fun n => (hd n).2.1.symm
+    · exact h.congr fun n => (hd n).2.2.symm
 
 end
```

Diagnosis. All three errors have the same cause: an equation given the wrong way round. `Summable.congr` carries summability from a known series to a new one, and here it expects a proof that each known term equals the new term. In the failing lines the known series is `r ^ n` or `0`, and the new one is a matrix entry, so Lean expects `r ^ n = (bornKernel r a ^ n) 0 0` and the like. The facts in `hd` are stated with the matrix entry on the left. Lean does not turn an equation round by itself when checking a proof term, so it reports a type mismatch.

Adding `.symm` to each of the three terms reverses the equation and gives the expected type. The indices shown as `(fun i => i) ⟨0, ⋯⟩`, left by `fin_cases`, are not the trouble: they reduce to the plain indices by definition, and the repair leaves them alone.
